# A finite sum of distinct plane waves with nonzero amplitudes is lattice-periodic exactly when all its wave vectors lie in the reciprocal lattice

When a plane-wave calculation sets up the basis for a crystal's electron density, it lists the reciprocal lattice vectors G up to a cutoff. The cutoff is an approximation, but leaving out wave vectors that are not in the reciprocal lattice loses no lattice-periodic finite sum of plane waves: once equal wave vectors are merged and zero amplitudes dropped, a sum with the period of the lattice contains only waves whose wave vectors are reciprocal lattice vectors.

## Waves, lattice vectors and the reciprocal basis

```lean
import Mathlib

open Matrix

namespace LatticePeriodicFunctions

variable {n ι : Type*} [Fintype n] [Fintype ι]
```

The type `n` labels the coordinates and `ι` labels the waves. Both are finite, and the spatial dimension is otherwise arbitrary. A vector is a function `n → ℝ`, one real number per coordinate.

```lean
/-- The plane wave `exp(i g·x)` with wave vector `g`. -/
noncomputable def planeWave (g x : n → ℝ) : ℂ :=
  Complex.exp (((g ⬝ᵥ x : ℝ) : ℂ) * Complex.I)
```

This is the plane wave with wave vector g, evaluated at position x:

e_g(x) = exp(i g·x)

The symbol `⬝ᵥ` is the dot product, and `Complex.I` is the imaginary unit. Below, i is the imaginary unit inside exponentials and a coordinate label in subscripts.

```lean
/-- The superposition `∑ c_j exp(i g_j·x)` of finitely many plane waves. -/
noncomputable def planeWaveSum (c : ι → ℂ) (g : ι → n → ℝ) (x : n → ℝ) : ℂ :=
  ∑ j, c j * planeWave (g j) x
```

The function under study has complex amplitudes c_j and real wave vectors g_j:

f(x) = Σ_j c_j exp(i g_j·x)

```lean
/-- The lattice vector `A m`: the integer combination of the columns of `A` with
coefficients `m`. -/
def latticeVector (A : Matrix n n ℝ) (m : n → ℤ) : n → ℝ :=
  A *ᵥ (fun i => (m i : ℝ))
```

The columns a_i of the matrix A are the basis vectors of the lattice, and an integer vector m gives the lattice vector

A m = Σ_i m_i a_i

The same definition applied to a matrix B gives the vectors B q of the reciprocal lattice.

```lean
/-- The function `f` is unchanged by every translation of the lattice spanned by `A`. -/
def LatticePeriodic (A : Matrix n n ℝ) (f : (n → ℝ) → ℂ) : Prop :=
  ∀ (x : n → ℝ) (m : n → ℤ), f (x + latticeVector A m) = f x
```

`LatticePeriodic A f` says that f(x + A m) = f(x) for every position x and every integer vector m. It does not require A to describe the smallest cell of f; shorter periods are allowed.

```lean
/-- The columns of `A` and `B` are reciprocal bases: `a_i·b_j = 2π δ_ij`. -/
def IsReciprocal [DecidableEq n] (A B : Matrix n n ℝ) : Prop :=
  Aᵀ * B = (2 * Real.pi) • (1 : Matrix n n ℝ)
```

The columns b_j of B are reciprocal to those of A:

Aᵀ B = 2π 1, that is, a_i·b_j = 2π δ_ij

This is the physicist's convention, with the factor 2π in the reciprocal basis. Since the matrices are square, the condition already forces A to be invertible, so a theorem that assumes this condition needs no separate hypothesis for that.

```lean
/-- An invertible `A` has exactly one reciprocal basis, `2π` times the inverse transpose. -/
theorem isReciprocal_iff [DecidableEq n] {A B : Matrix n n ℝ} (hA : IsUnit A.det) :
    IsReciprocal A B ↔ B = (2 * Real.pi) • (A⁻¹)ᵀ := by
  constructor
  · intro h
    have h' : Aᵀ * B = (2 * Real.pi) • (1 : Matrix n n ℝ) := h
    calc B = (A⁻¹)ᵀ * (Aᵀ * B) := by
          rw [← Matrix.mul_assoc, ← Matrix.transpose_mul, Matrix.mul_nonsing_inv A hA,
            Matrix.transpose_one, Matrix.one_mul]
      _ = (2 * Real.pi) • (A⁻¹)ᵀ := by rw [h', Matrix.mul_smul, Matrix.mul_one]
  · rintro rfl
    unfold IsReciprocal
    rw [Matrix.mul_smul, ← Matrix.transpose_mul, Matrix.nonsing_inv_mul A hA,
      Matrix.transpose_one]
```

The hypothesis `IsUnit A.det` says that det A ≠ 0. If Aᵀ B = 2π 1, multiply from the left by (A⁻¹)ᵀ. Because (A⁻¹)ᵀ Aᵀ = (A A⁻¹)ᵀ = 1, this gives

B = 2π (A⁻¹)ᵀ

Conversely, this B satisfies Aᵀ B = 2π (A⁻¹ A)ᵀ = 2π 1. The `calc` block is the first computation; the last lines are the second. Every invertible A therefore has one and only one reciprocal basis.

```lean
/-- The oblique planar lattice with basis `(1,0)`, `(1,2)` has the reciprocal basis
`(2π,-π)`, `(0,π)`. -/
theorem isReciprocal_witness :
    IsReciprocal !![1, 1; 0, 2] !![2 * Real.pi, 0; -Real.pi, Real.pi] := by
  unfold IsReciprocal
  ext i j
  fin_cases i <;> fin_cases j <;> simp [Matrix.mul_apply, Fin.sum_univ_succ]
```

Matrices are entered row by row, so the basis vectors here are the columns (1,0) and (1,2). The word oblique applies to this basis only: since (1,2) − (1,0) = (0,2), the lattice is also spanned by (1,0) and (0,2) and is rectangular. The four dot products with (2π,−π) and (0,π) are 2π, 0, 0 and 2π, and the proof checks them entry by entry.

## Distinct plane waves are independent

```lean
/-- A translation multiplies a plane wave by a phase factor. -/
theorem planeWave_add (g x y : n → ℝ) :
    planeWave g (x + y) = planeWave g x * planeWave g y := by
  unfold planeWave
  rw [dotProduct_add, Complex.ofReal_add, add_mul, Complex.exp_add]
```

Since g·(x + y) = g·x + g·y, the exponential factorises:

e_g(x + y) = e_g(x) e_g(y)

A translation by y thus multiplies the wave by the phase e_g(y).

```lean
/-- Different wave vectors give different plane waves. -/
theorem planeWave_injective :
    Function.Injective (planeWave : (n → ℝ) → (n → ℝ) → ℂ) := by
  intro g h hgh
  by_contra hne
  have hd : (g - h) ⬝ᵥ (g - h) ≠ 0 := fun h0 =>
    hne (sub_eq_zero.mp (dotProduct_self_eq_zero.mp h0))
  -- move along `g - h` until the two waves are out of phase by `π`
  obtain ⟨s, hs⟩ : ∃ s : ℝ, s * ((g - h) ⬝ᵥ (g - h)) = Real.pi :=
    ⟨_, div_mul_cancel₀ _ hd⟩
  have e : g ⬝ᵥ (s • (g - h)) = h ⬝ᵥ (s • (g - h)) + Real.pi := by
    have h1 : (g - h) ⬝ᵥ (s • (g - h)) = Real.pi := by
      rw [dotProduct_smul, smul_eq_mul, hs]
    rw [sub_dotProduct] at h1
    linarith
  have hx := congrFun hgh (s • (g - h))
  unfold planeWave at hx
  rw [e, Complex.ofReal_add, add_mul, Complex.exp_add, Complex.exp_pi_mul_I] at hx
  exact Complex.exp_ne_zero (((h ⬝ᵥ (s • (g - h)) : ℝ) : ℂ) * Complex.I)
    (by linear_combination (-1 / 2 : ℂ) * hx)
```

Suppose g ≠ h, and put d = g − h, so that d·d > 0. At the point x = s d with s = π/(d·d), the phases differ by π:

g·x = h·x + π

Hence e_g(x) = −e_h(x). If the two waves were the same function, this would give e_h(x) = 0, but an exponential never vanishes. The Lean proof takes the same point: `hs` fixes s, `e` is the phase relation, and the last line derives the impossible zero.

```lean
/-- The plane wave as a character of the translation group. -/
noncomputable def planeWaveHom (g : n → ℝ) : Multiplicative (n → ℝ) →* ℂ where
  toFun x := planeWave g x.toAdd
  map_one' := by simp [planeWave]
  map_mul' x y := planeWave_add g x.toAdd y.toAdd
```

Here the factorisation is packaged as a homomorphism: addition of translations becomes multiplication of phases. `Multiplicative` only rewrites the group of translations in multiplicative notation, which the next theorem's library lemma expects.

```lean
/-- Plane waves with distinct wave vectors are linearly independent: a superposition that
vanishes everywhere has only zero amplitudes. -/
theorem amplitudes_eq_zero {g : ι → n → ℝ} (hg : Function.Injective g) (a : ι → ℂ)
    (h : ∀ x, planeWaveSum a g x = 0) : ∀ j, a j = 0 := by
  have inj : Function.Injective (fun j => planeWaveHom (g j)) := fun j k hjk =>
    hg (planeWave_injective (funext fun x => DFunLike.congr_fun hjk (Multiplicative.ofAdd x)))
  -- distinct characters are linearly independent
  have li := (linearIndependent_monoidHom (Multiplicative (n → ℝ)) ℂ).comp _ inj
  refine Fintype.linearIndependent_iff.mp li a ?_
  funext x
  rw [Finset.sum_apply]
  exact h x.toAdd
```

The hypothesis `hg` says that different labels carry different wave vectors. The claim is that if Σ_j a_j e_j(x) = 0 for all x, where e_j is the wave with vector g_j and the a_j are now amplitudes, then every a_j is zero.

By hand, suppose there are relations with nonzero amplitudes, and take one with the fewest terms. It cannot have a single term, because e_j never vanishes. So it contains two labels p and r, and there is a y with e_p(y) ≠ e_r(y). Replacing x by x + y gives

Σ_j a_j e_j(y) e_j(x) = 0

Subtract e_p(y) times the original relation:

Σ_j a_j (e_j(y) − e_p(y)) e_j(x) = 0

The term p has gone while the term r survives, so this is a shorter nontrivial relation, a contradiction.

Lean takes this argument from Mathlib as `linearIndependent_monoidHom`, the independence of distinct homomorphisms. The step `inj` shows that the homomorphisms are distinct, using the previous injectivity result.

## From one translation to the whole lattice

```lean
/-- A superposition of distinct plane waves with nonzero amplitudes is invariant under the
translation `R` exactly when each of its waves has phase factor one at `R`. -/
theorem translation_invariant_iff {c : ι → ℂ} {g : ι → n → ℝ} (hg : Function.Injective g)
    (hc : ∀ j, c j ≠ 0) (R : n → ℝ) :
    (∀ x, planeWaveSum c g (x + R) = planeWaveSum c g x) ↔ ∀ j, planeWave (g j) R = 1 := by
  constructor
  · intro h j
    have hsum : ∀ x, planeWaveSum (fun j => c j * (planeWave (g j) R - 1)) g x = 0 := by
      intro x
      have hx := sub_eq_zero.mpr (h x)
      simp only [planeWaveSum, planeWave_add] at hx ⊢
      rw [← Finset.sum_sub_distrib] at hx
      refine Eq.trans (Finset.sum_congr rfl fun j _ => ?_) hx
      ring
    have key : c j * (planeWave (g j) R - 1) = 0 := amplitudes_eq_zero hg _ hsum j
    exact sub_eq_zero.mp ((mul_eq_zero.mp key).resolve_left (hc j))
  · intro h x
    simp [planeWaveSum, planeWave_add, h]
```

Now all c_j are nonzero, and R is any real vector. Subtracting the two sides of the invariance condition gives

f(x + R) − f(x) = Σ_j c_j (e_j(R) − 1) e_j(x)

If this vanishes for all x, independence gives c_j (e_j(R) − 1) = 0, and since c_j ≠ 0, e_j(R) = 1 for each j. Conversely, if all these phases are one, every term is unchanged. In the proof, `hsum` is the vanishing sum and `key` the vanishing coefficient.

```lean
/-- A plane wave equals one at all lattice vectors exactly when its wave vector belongs to
the reciprocal lattice. -/
theorem planeWave_eq_one_iff [DecidableEq n] {A B : Matrix n n ℝ} (hAB : IsReciprocal A B)
    (g : n → ℝ) :
    (∀ m, planeWave g (latticeVector A m) = 1) ↔ ∃ q : n → ℤ, g = latticeVector B q := by
  have hAB' : Aᵀ * B = (2 * Real.pi) • (1 : Matrix n n ℝ) := hAB
  have hpi : 2 * Real.pi ≠ 0 := by positivity
  constructor
  · intro h
    -- testing on the basis vectors gives `Aᵀ g = 2π q`
    have hint : ∀ i, ∃ q : ℤ, (Aᵀ *ᵥ g) i = 2 * Real.pi * (q : ℝ) := by
      intro i
      have hs : (fun k => ((Pi.single i (1 : ℤ) : n → ℤ) k : ℝ)) = Pi.single i 1 := by
        ext k
        by_cases hk : k = i
        · subst hk; simp
        · simp [hk]
      have hv : g ⬝ᵥ latticeVector A (Pi.single i 1) = (Aᵀ *ᵥ g) i := by
        rw [latticeVector, hs, Matrix.dotProduct_mulVec, ← Matrix.mulVec_transpose,
          dotProduct_single, mul_one]
      have h1 := h (Pi.single i 1)
      rw [planeWave, hv, Complex.exp_eq_one_iff] at h1
      obtain ⟨q, hq⟩ := h1
      refine ⟨q, Complex.ofReal_injective (mul_right_cancel₀ Complex.I_ne_zero ?_)⟩
      rw [hq]
      push_cast
      ring
    choose q hq using hint
    have hAg : Aᵀ *ᵥ g = (2 * Real.pi) • (fun i => (q i : ℝ)) := funext hq
    have hinv : ((2 * Real.pi)⁻¹ • B) * Aᵀ = 1 := mul_eq_one_comm.mp (by
      rw [Matrix.mul_smul, hAB', smul_smul, inv_mul_cancel₀ hpi, one_smul])
    refine ⟨q, ?_⟩
    calc g = (((2 * Real.pi)⁻¹ • B) * Aᵀ) *ᵥ g := by rw [hinv, Matrix.one_mulVec]
      _ = latticeVector B q := by
          rw [← Matrix.mulVec_mulVec, hAg, Matrix.mulVec_smul, Matrix.smul_mulVec, smul_smul,
            mul_inv_cancel₀ hpi, one_smul, latticeVector]
  · rintro ⟨q, rfl⟩ m
    -- `(B q)·(A m)` is an integer multiple of `2π`
    have hdot : latticeVector B q ⬝ᵥ latticeVector A m
        = 2 * Real.pi * ((∑ i, q i * m i : ℤ) : ℝ) := by
      unfold latticeVector
      rw [Matrix.dotProduct_mulVec, ← Matrix.mulVec_transpose, Matrix.mulVec_mulVec, hAB',
        Matrix.smul_mulVec, Matrix.one_mulVec, smul_dotProduct, smul_eq_mul]
      push_cast
      rfl
    rw [planeWave, hdot, Complex.exp_eq_one_iff]
    exact ⟨∑ i, q i * m i, by push_cast; ring⟩
```

This theorem treats a single wave. Suppose exp(i g·(A m)) = 1 for all integer m. Choosing m as the i-th unit vector gives A m = a_i, so there is an integer q_i with

g·a_i = 2π q_i

Together these equations read Aᵀ g = 2π q. Reciprocity says that B/(2π) is a right inverse of Aᵀ; for square matrices it is then also a left inverse, so

g = (1/2π) B Aᵀ g = B q

For the converse, let g = B q. Then

(B q)·(A m) = (Aᵀ B q)·m = 2π Σ_i q_i m_i

which is an integer multiple of 2π, so the phase is one. In Lean, `Pi.single i 1` is the unit vector, `choose` collects the integers q_i into one vector, `hinv` is the left inverse and `hdot` is the last equation.

```lean
/-- A finite superposition of distinct plane waves with nonzero amplitudes is
lattice-periodic if and only if all its wave vectors belong to the reciprocal lattice. -/
theorem latticePeriodic_iff [DecidableEq n] {A B : Matrix n n ℝ} (hAB : IsReciprocal A B)
    {c : ι → ℂ} {g : ι → n → ℝ} (hg : Function.Injective g) (hc : ∀ j, c j ≠ 0) :
    LatticePeriodic A (planeWaveSum c g) ↔ ∀ j, ∃ q : n → ℤ, g j = latticeVector B q := by
  constructor
  · intro h j
    exact (planeWave_eq_one_iff hAB _).mp fun m =>
      (translation_invariant_iff hg hc _).mp (fun x => h x m) j
  · intro h x m
    exact (translation_invariant_iff hg hc _).mpr
      (fun j => (planeWave_eq_one_iff hAB _).mpr (h j) m) x
```

This is the main result. For reciprocal A and B, distinct g_j and nonzero c_j:

f(x + A m) = f(x) for all x and m ⇔ every g_j equals B q for some integer vector q

The vector q may differ from wave to wave. The proof joins the two preceding theorems: periodicity means that each lattice translation gives each wave phase one, and for a fixed wave this places g_j in the reciprocal lattice.

In one dimension, with A = (a) and a ≠ 0, the reciprocal basis is 2π/a, and the condition becomes g_j = 2πq/a, the familiar harmonics of a function with period a. With no waves at all, f is zero and both sides hold trivially.

The theorem concerns finite sums. It does not treat infinite Fourier series, nor does it say that a general periodic function has such an expansion.

## Bloch phases and repeated waves

```lean
/-- A finite superposition of distinct plane waves with nonzero amplitudes gains the phase `exp(i
k·A m)` under every lattice translation `A m` if and only if all its wave vectors have the form `k +
B q` with `q` integer. -/
theorem bloch_condition_iff [DecidableEq n] {A B : Matrix n n ℝ} (hAB : IsReciprocal A B)
    {c : ι → ℂ} {g : ι → n → ℝ} (hg : Function.Injective g) (hc : ∀ j, c j ≠ 0)
    (k : n → ℝ) :
    (∀ (x : n → ℝ) (m : n → ℤ), planeWaveSum c g (x + latticeVector A m)
        = planeWave k (latticeVector A m) * planeWaveSum c g x) ↔
      ∀ j, ∃ q : n → ℤ, g j = k + latticeVector B q := by
  -- split off the factor `exp(i k·x)`
  have hS : ∀ x, planeWaveSum c g x
      = planeWave k x * planeWaveSum c (fun j => g j - k) x := by
    intro x
    simp only [planeWaveSum, Finset.mul_sum]
    refine Finset.sum_congr rfl fun j _ => ?_
    have h1 : planeWave (g j) x = planeWave k x * planeWave (g j - k) x := by
      simp only [planeWave, ← Complex.exp_add, sub_dotProduct]
      congr 1
      push_cast
      ring
    rw [h1]
    ring
  have hne : ∀ x, planeWave k x ≠ 0 := fun x => Complex.exp_ne_zero _
  have hg' : Function.Injective (fun j => g j - k) := fun i j hij => hg (sub_left_injective hij)
  have e : (∀ (x : n → ℝ) (m : n → ℤ), planeWaveSum c g (x + latticeVector A m)
        = planeWave k (latticeVector A m) * planeWaveSum c g x) ↔
      LatticePeriodic A (planeWaveSum c (fun j => g j - k)) := by
    unfold LatticePeriodic
    refine forall_congr' fun x => forall_congr' fun m => ?_
    rw [hS (x + latticeVector A m), hS x, planeWave_add]
    constructor
    · intro h
      apply mul_left_cancel₀ (mul_ne_zero (hne x) (hne (latticeVector A m)))
      linear_combination h
    · intro h
      rw [h]
      ring
  rw [e, latticePeriodic_iff hAB hg' hc]
  exact forall_congr' fun j => exists_congr fun q => sub_eq_iff_eq_add'
```

The same argument handles a Bloch phase. Let k be any real vector and require

f(x + A m) = exp(i k·(A m)) f(x)

Write f(x) = exp(i k·x) u(x), where u is the sum with wave vectors g_j − k. Inserting this and cancelling the nonzero factor exp(i k·(x + A m)) leaves u(x + A m) = u(x). The main theorem, applied to u, gives g_j − k = B q, that is

g_j = k + B q

In the proof, `hS` is the factorisation and `e` the equivalence with periodicity of u. These are the wave vectors k + G used to expand a Bloch state at k, here for finite expansions.

```lean
/-- Two waves with the same, arbitrary wave vector and amplitudes `1` and `-1` add up to a
lattice-periodic function. -/
theorem periodic_of_repeated_wave (A : Matrix n n ℝ) (g : n → ℝ) :
    LatticePeriodic A (planeWaveSum ![1, -1] (fun _ : Fin 2 => g)) := by
  intro x m
  simp [planeWaveSum, Fin.sum_univ_two]

end LatticePeriodicFunctions
```

Two waves with the same wave vector g and amplitudes 1 and −1 cancel, so f is zero and periodic for every A, whatever g is. With g = b_1/2, for example, the sum is periodic although g is not in the reciprocal lattice. The main theorem therefore needs distinct wave vectors. It needs nonzero amplitudes for a similar reason: a wave with amplitude zero can have any wave vector without affecting f.

```lean
#print axioms LatticePeriodicFunctions.isReciprocal_iff
-- 'LatticePeriodicFunctions.isReciprocal_iff' depends on axioms: [propext, Classical.choice, Quot.sound]
#print axioms LatticePeriodicFunctions.latticePeriodic_iff
-- 'LatticePeriodicFunctions.latticePeriodic_iff' depends on axioms: [propext, Classical.choice, Quot.sound]
#print axioms LatticePeriodicFunctions.bloch_condition_iff
-- 'LatticePeriodicFunctions.bloch_condition_iff' depends on axioms: [propext, Classical.choice, Quot.sound]
#print axioms LatticePeriodicFunctions.periodic_of_repeated_wave
-- 'LatticePeriodicFunctions.periodic_of_repeated_wave' depends on axioms: [propext, Classical.choice, Quot.sound]
```
